# Three coupled oscillators can be unstable although every pair is stable

Testing a pair inside a larger cluster requires a decision about the remaining oscillators. Here they are clamped at zero displacement, so the pair's stiffness matrix is the principal submatrix on its two indices. A cluster counts as stable if its stiffness matrix is positive definite.

An alternative is to let the third oscillator relax to its energy minimum for each displacement of the pair. This replaces the submatrix by a Schur complement, and the counter-example disappears: for the matrix below, the relaxed pair has diagonal entries \(1-\tfrac{9}{25}=\tfrac{16}{25}\) and off-diagonal entries \(-\tfrac35-\tfrac{9}{25}=-\tfrac{24}{25}\), so its in-phase eigenvalue is already negative, \(-\tfrac{8}{25}\).

## The energy of a uniformly coupled cluster

Take \(N\) oscillators with real displacements \(x_i\), unit masses and stiffness matrix \(K\), where \(K_{ii}=1\) and \(K_{ij}=-g\) for \(i\neq j\). The postulated constant \(g\) is the strength of a bilinear coupling; for \(g>0\) it lowers the energy when two displacements have the same sign. Twice the potential energy is

\[
x^{T}Kx=(1+g)\sum_i x_i^2-g\Big(\sum_i x_i\Big)^2 .
\]

For \(g=\tfrac35\) and \(N=3\), every pair is stable, yet \((1,1,1)\) is an eigenvector with eigenvalue \(-\tfrac15\).

## Where a simulation code meets this

A code for coupled harmonic oscillators, for example one for many-body dispersion, can obtain the mode frequencies as square roots of the eigenvalues of the mass-weighted stiffness matrix, which for unit masses is \(K\) itself. A negative eigenvalue makes a frequency imaginary, and in this harmonic model a check over clamped pairs does not exclude that. A Cholesky factorisation or diagonalisation of the full matrix tests the whole cluster.

## From the energy to the runaway mode

Row \(i\) of \(Kx\) is \(x_i-g\sum_{j\ne i}x_j=(1+g)x_i-g\sum_j x_j\). Multiplying by \(x_i\) and summing over \(i\) gives the energy formula.

A subcluster of \(n\) oscillators has the same form and the same \(g\). Cauchy–Schwarz gives \((\sum_i x_i)^2\le n\sum_i x_i^2\), so for \(g\ge 0\)

\[
x^{T}Kx\ \ge\ \big(1-g(n-1)\big)\sum_i x_i^2 ,
\]

which is positive for \(x\neq0\) if \(g(n-1)<1\).

Setting every \(x_i=1\) in the row formula gives \((1+g)-gN=1-g(N-1)\), the eigenvalue of the in-phase displacement. With \(g=\tfrac35\), the pair condition reads \(\tfrac35<1\), and the eigenvalue for three is \(1-\tfrac65=-\tfrac15\).

If \(Ku=-\omega^2u\), then \(q(t)=e^{\omega t}u\) satisfies \(\ddot q=\omega^2q=-Kq\). Here \(\omega=\sqrt{1/5}\), and the displacement grows without bound.

For general \(N\), suppose \(g(N-1)>1\) and \(g(N-2)<1\). Subtracting gives \(g>0\). A proper subcluster has \(n\le N-1\), so \(g(n-1)\le g(N-2)<1\) and it is stable. The in-phase displacement of the whole has \(x^{T}Kx=N\,(1-g(N-1))<0\). For such a cluster, even testing all proper subclusters misses the instability.

## The Lean file

```lean
import Mathlib

open Matrix Filter

namespace PairwiseVersusCollectiveStability

noncomputable section

variable {ι κ : Type*} [Fintype ι] [DecidableEq ι] [Fintype κ] [DecidableEq κ]

/-- Stiffness matrix of identical oscillators with unit self-stiffness, in which every two
oscillators are coupled by the matrix entry `-g`. -/
def uniformCoupling (ι : Type*) [DecidableEq ι] (g : ℝ) : Matrix ι ι ℝ :=
  Matrix.of fun i j => if i = j then (1 : ℝ) else -g

/-- Stiffness matrix of three oscillators with unit diagonal and all couplings `-3/5`. -/
def threeOscillators : Matrix (Fin 3) (Fin 3) ℝ :=
  !![1, -3/5, -3/5; -3/5, 1, -3/5; -3/5, -3/5, 1]

/-- Displacements `q` and velocities `v` obey Newton's equations for unit masses and
stiffness matrix `K`. -/
def IsMotion (K : Matrix ι ι ℝ) (q v : ℝ → ι → ℝ) : Prop :=
  ∀ t i, HasDerivAt (fun s => q s i) (v t i) t ∧
    HasDerivAt (fun s => v s i) (-((K *ᵥ q t) i)) t

/-- Each component of the stiffness matrix times the displacements (minus the restoring force)
splits into a local part and a part that depends only on the total displacement. -/
theorem uniformCoupling_mulVec (g : ℝ) (x : ι → ℝ) (i : ι) :
    (uniformCoupling ι g *ᵥ x) i = (1 + g) * x i - g * ∑ j, x j := by
  have h : ∀ j, (if i = j then (1 : ℝ) else -g) * x j
      = (if i = j then (1 + g) * x j else 0) - g * x j := by
    intro j
    split_ifs <;> ring
  simp only [Matrix.mulVec, dotProduct, uniformCoupling, Matrix.of_apply]
  rw [Finset.sum_congr rfl (fun j _ => h j), Finset.sum_sub_distrib, ← Finset.mul_sum]
  simp

/-- Twice the potential energy is `1 + g` times the sum of the squared displacements, minus `g`
times the square of the total displacement. -/
theorem twice_energy (g : ℝ) (x : ι → ℝ) :
    x ⬝ᵥ uniformCoupling ι g *ᵥ x = (1 + g) * ∑ i, x i ^ 2 - g * (∑ i, x i) ^ 2 := by
  have h : ∀ i, x i * ((1 + g) * x i - g * ∑ j, x j)
      = (1 + g) * x i ^ 2 - (g * ∑ j, x j) * x i := by
    intro i
    ring
  simp only [dotProduct, uniformCoupling_mulVec]
  rw [Finset.sum_congr rfl (fun i _ => h i), Finset.sum_sub_distrib, ← Finset.mul_sum,
    ← Finset.mul_sum]
  ring

omit [Fintype ι] [Fintype κ] in
/-- Clamping all oscillators outside a subcluster leaves a uniformly coupled cluster with
the same coupling. -/
theorem subcluster_eq (g : ℝ) (f : κ → ι) (hf : Function.Injective f) :
    (uniformCoupling ι g).submatrix f f = uniformCoupling κ g := by
  ext i j
  simp [uniformCoupling, hf.eq_iff]

/-- A cluster of `N` oscillators with `g ≥ 0` and `g (N - 1) < 1` has a positive definite
stiffness matrix. -/
theorem stable_of_small_cluster {g : ℝ} (hg : 0 ≤ g)
    (h : g * ((Fintype.card ι : ℝ) - 1) < 1) : (uniformCoupling ι g).PosDef := by
  rw [Matrix.posDef_iff_dotProduct_mulVec]
  constructor
  · refine Matrix.IsHermitian.ext fun i j => ?_
    by_cases hij : i = j
    · subst hij
      simp
    · simp [uniformCoupling, hij, Ne.symm hij]
  · intro x hx
    have hs : star x = x := by
      ext i
      simp
    rw [hs, twice_energy]
    obtain ⟨i, hi⟩ := Function.ne_iff.mp hx
    have hi' : x i ≠ 0 := hi
    have hpos : 0 < ∑ i, x i ^ 2 :=
      Finset.sum_pos' (fun i _ => sq_nonneg _) ⟨i, Finset.mem_univ i, by positivity⟩
    -- Cauchy-Schwarz bounds the collective term by the cluster size
    have hcs : (∑ i, x i) ^ 2 ≤ (Fintype.card ι : ℝ) * ∑ i, x i ^ 2 := by
      have := sq_sum_le_card_mul_sum_sq (s := (Finset.univ : Finset ι)) (f := x)
      rwa [Finset.card_univ] at this
    nlinarith [mul_le_mul_of_nonneg_left hcs hg, mul_pos (sub_pos.2 h) hpos]

/-- The stiffness matrix multiplies the in-phase displacement of all `N` oscillators by `1 - g (N -
1)`. -/
theorem collective_mode (g : ℝ) :
    uniformCoupling ι g *ᵥ (1 : ι → ℝ)
      = (1 - g * ((Fintype.card ι : ℝ) - 1)) • (1 : ι → ℝ) := by
  ext i
  rw [uniformCoupling_mulVec]
  simp only [Pi.one_apply, Finset.sum_const, Finset.card_univ, nsmul_eq_mul,
    Pi.smul_apply, smul_eq_mul]
  ring

/-- Three oscillators: every pair has a positive definite stiffness matrix, yet `(1,1,1)` is
an eigenvector of the full stiffness matrix with eigenvalue `-1/5`. -/
theorem pairs_stable_triple_unstable :
    (∀ i j : Fin 3, i ≠ j → (threeOscillators.submatrix ![i, j] ![i, j]).PosDef) ∧
      threeOscillators *ᵥ (1 : Fin 3 → ℝ) = (-1/5 : ℝ) • (1 : Fin 3 → ℝ) := by
  have hK : threeOscillators = uniformCoupling (Fin 3) (3/5) := by
    ext i j
    fin_cases i <;> fin_cases j <;> norm_num [threeOscillators, uniformCoupling]
  rw [hK]
  constructor
  · intro i j hij
    have hf : Function.Injective ![i, j] := by
      intro a b h
      fin_cases a <;> fin_cases b <;> simp_all
    rw [subcluster_eq _ _ hf]
    exact stable_of_small_cluster (by norm_num) (by norm_num [Fintype.card_fin])
  · rw [collective_mode]
    congr 1
    norm_num [Fintype.card_fin]

omit [DecidableEq ι] in
/-- A displacement pattern `u` with stiffness eigenvalue `-ω²` carries a motion
proportional to `exp (ω t)`. -/
theorem exponential_motion (K : Matrix ι ι ℝ) (u : ι → ℝ) (ω : ℝ)
    (h : K *ᵥ u = (-ω ^ 2) • u) :
    IsMotion K (fun t => Real.exp (ω * t) • u) (fun t => (ω * Real.exp (ω * t)) • u) := by
  intro t i
  have he : HasDerivAt (fun s => Real.exp (ω * s)) (ω * Real.exp (ω * t)) t :=
    (((hasDerivAt_id' t).const_mul ω).exp).congr_deriv (by ring)
  refine ⟨he.mul_const (u i), ((he.const_mul ω).mul_const (u i)).congr_deriv ?_⟩
  show ω * (ω * Real.exp (ω * t)) * u i = -((K *ᵥ (Real.exp (ω * t) • u)) i)
  rw [Matrix.mulVec_smul, h]
  simp only [Pi.smul_apply, smul_eq_mul]
  ring

/-- The three coupled oscillators have a motion in which all displacements are equal to
`exp (t √(1/5))`, and this grows without bound. -/
theorem triple_runaway :
    IsMotion threeOscillators
      (fun t => Real.exp (√(1/5) * t) • (1 : Fin 3 → ℝ))
      (fun t => (√(1/5) * Real.exp (√(1/5) * t)) • (1 : Fin 3 → ℝ)) ∧
    Tendsto (fun t : ℝ => Real.exp (√(1/5) * t)) atTop atTop := by
  constructor
  · apply exponential_motion
    rw [pairs_stable_triple_unstable.2, Real.sq_sqrt (by norm_num)]
    congr 1
    norm_num
  · have hω : (0 : ℝ) < √(1/5) := Real.sqrt_pos.2 (by norm_num)
    exact Real.tendsto_exp_atTop.comp (tendsto_id.const_mul_atTop hω)

/-- For `N` oscillators with `g (N - 1) > 1` and `g (N - 2) < 1`, every proper subcluster has
a positive definite stiffness matrix, yet the in-phase displacement of all has negative energy. -/
theorem proper_clusters_stable_whole_unstable {g : ℝ}
    (h₁ : 1 < g * ((Fintype.card ι : ℝ) - 1)) (h₂ : g * ((Fintype.card ι : ℝ) - 2) < 1) :
    (∀ s : Finset ι, s ≠ Finset.univ →
      ((uniformCoupling ι g).submatrix (fun i : s => (i : ι)) (fun i : s => (i : ι))).PosDef) ∧
    (1 : ι → ℝ) ⬝ᵥ uniformCoupling ι g *ᵥ (1 : ι → ℝ) < 0 := by
  -- the two conditions together force `g` to be positive
  have hg : 0 < g := by linarith
  constructor
  · intro s hs
    rw [subcluster_eq g (fun i : s => (i : ι)) Subtype.val_injective]
    apply stable_of_small_cluster hg.le
    have hlt : s.card < Fintype.card ι := by
      have := Finset.card_lt_card (Finset.ssubset_univ_iff.2 hs)
      rwa [Finset.card_univ] at this
    have hc : (s.card : ℝ) + 1 ≤ (Fintype.card ι : ℝ) := by exact_mod_cast hlt
    rw [Fintype.card_coe]
    nlinarith [mul_le_mul_of_nonneg_left hc hg.le]
  · have hN : (0 : ℝ) < (Fintype.card ι : ℝ) := by
      by_contra hn
      nlinarith [mul_nonneg hg.le (sub_nonneg.2 (not_lt.1 hn))]
    rw [twice_energy]
    simp only [Pi.one_apply, one_pow, Finset.sum_const, Finset.card_univ, nsmul_eq_mul, mul_one]
    nlinarith [mul_pos hN (sub_pos.2 h₁)]

end

end PairwiseVersusCollectiveStability
```

```lean
#print axioms PairwiseVersusCollectiveStability.pairs_stable_triple_unstable
#print axioms PairwiseVersusCollectiveStability.triple_runaway
#print axioms PairwiseVersusCollectiveStability.proper_clusters_stable_whole_unstable
```

```
'PairwiseVersusCollectiveStability.pairs_stable_triple_unstable' depends on axioms: [propext, Classical.choice, Quot.sound]
'PairwiseVersusCollectiveStability.triple_runaway' depends on axioms: [propext, Classical.choice, Quot.sound]
'PairwiseVersusCollectiveStability.proper_clusters_stable_whole_unstable' depends on axioms: [propext, Classical.choice, Quot.sound]
```

## How the theorems match the physics, and their reach

`uniformCoupling ι g` is \(K\), with the finite type `ι` labelling the oscillators. `submatrix` performs the clamping, and `PosDef` includes symmetry. `IsMotion` states Newton's equations as \(\dot q=v\), \(\dot v=-Kq\).

`uniformCoupling_mulVec` and `twice_energy` are the row and energy formulas. `subcluster_eq` uses injectivity of the index map to keep distinct oscillators distinct. In `stable_of_small_cluster`, `hcs` is the Cauchy–Schwarz step, and `nlinarith` combines it with the size condition. `collective_mode` evaluates the in-phase row.

`pairs_stable_triple_unstable` identifies the explicit matrix with the case \(g=\tfrac35\) entry by entry, then applies these lemmas. `exponential_motion` differentiates the exponential, and `triple_runaway` supplies \(\omega=\sqrt{1/5}\) and the limit. `proper_clusters_stable_whole_unstable` treats general \(N\); its conclusion about the whole cluster is negative energy, while the growing motion is stated for three oscillators.

The model has one scalar displacement per oscillator and equal couplings. It does not derive \(g\) from a dipole tensor, whose entries depend on distance and direction, and it contains no anharmonic terms, which might halt the growth. It also has no damping; uniform viscous damping would slow the growth but not stop it. The theorems concern exact real numbers, so they set no tolerance for a floating-point eigenvalue near zero.
